# Nonnegative transport weights give $L_1^2 \le L_0L_2$, with equality exactly for an energy filter

A conductor joins a hot and a cold electron reservoir, and the circuit is open, so no net particle current flows. Heat can still leak through: electrons at one energy go one way, electrons at another energy come back, and the two streams carry different amounts of heat. Which conductors stop this leak completely?

Take finitely many channels $k$, each with an energy $e_k$ measured from the chemical potential and a weight $w_k$. For non-interacting electrons, $w_k$ stands for the transmission at $e_k$ times the thermal window $-\partial f/\partial E$, with $f$ the Fermi function, times the width of the energy interval. In the code the channels form a finite type `ι`, possibly empty, and `w` and `e` are arbitrary real functions on it.

In Lean 4 with Mathlib:

```lean
import Mathlib

open Finset

namespace ThermoelectricEnergyFilter

variable {ι : Type*} [Fintype ι]
```

## Moments, filters and currents

The transport moments are $L_n=\sum_k w_k e_k^n$. Since $e_k^0=1$ even at $e_k=0$, $L_0$ is the total weight.

```lean
/-- The transport moment `L_n`: the sum over channels of weight times the `n`-th power
of the energy. -/
def moment (w e : ι → ℝ) (n : ℕ) : ℝ := ∑ k, w k * e k ^ n
```

An energy filter is a conductor whose channels of positive weight all share one energy. Channels of zero weight may lie anywhere, and a conductor with no conducting channel counts as a filter.

```lean
/-- An energy filter: all channels of positive weight have the same energy. -/
def IsEnergyFilter (w e : ι → ℝ) : Prop :=
  ∀ k l, 0 < w k → 0 < w l → e k = e l
```

Let $V$ be the drop in chemical potential and $\theta=\Delta T/T$ the relative drop in temperature. To first order in both, channel $k$ responds to the bias $V+e_k\theta$, and the particle current is

$$I=\sum_k w_k\,(V+e_k\theta).$$

This linear-response law is taken as a definition, in units that absorb the constant prefactors; it is not derived from a Hamiltonian.

```lean
/-- The linear-response particle current under a chemical-potential drop `V` and a relative
temperature drop `θ`, with energies measured from the chemical potential. -/
def particleCurrent (w e : ι → ℝ) (V θ : ℝ) : ℝ := ∑ k, w k * (V + e k * θ)
```

Each particle in channel $k$ carries the heat $e_k$, so the heat current is $J=\sum_k w_k e_k(V+e_k\theta)$. Only electronic heat is counted; phonons are absent.

```lean
/-- The linear-response heat current: each particle in channel `k` carries the heat `e k`. -/
def heatCurrent (w e : ι → ℝ) (V θ : ℝ) : ℝ := ∑ k, w k * e k * (V + e k * θ)
```

Multiplying out gives the Onsager form, with the same coefficient $L_1$ in both off-diagonal places:

$$I=L_0V+L_1\theta,\qquad J=L_1V+L_2\theta.$$

The proof merges the sums on the right into one and compares the terms channel by channel with `ring`.

```lean
/-- The particle and heat currents are linear in the two drops, with the transport moments
as coefficients. -/
theorem currents_eq_moments (w e : ι → ℝ) (V θ : ℝ) :
    particleCurrent w e V θ = moment w e 0 * V + moment w e 1 * θ ∧
    heatCurrent w e V θ = moment w e 1 * V + moment w e 2 * θ := by
  constructor
  · simp only [particleCurrent, moment, Finset.sum_mul, ← Finset.sum_add_distrib]
    refine Finset.sum_congr rfl fun k _ => ?_
    ring
  · simp only [heatCurrent, moment, Finset.sum_mul, ← Finset.sum_add_distrib]
    refine Finset.sum_congr rfl fun k _ => ?_
    ring
```

## The determinant as a sum over pairs

Expand the square in the double sum over channels:

$$\sum_{k,l}w_kw_l(e_k-e_l)^2=\sum_{k,l}w_kw_l(e_k^2-2e_ke_l+e_l^2)=2(L_0L_2-L_1^2).$$

The code does the sum over $l$ first. For fixed $k$ it gives $w_ke_k^2L_0-2w_ke_kL_1+w_kL_2$, which is the statement `h`; summing over $k$ then finishes the identity. No sign condition on the weights is needed.

```lean
/-- Twice the determinant `L₀ L₂ - L₁²` is the sum over ordered pairs of channels of the product of
their weights times their squared energy difference. -/
theorem two_mul_moment_det (w e : ι → ℝ) :
    2 * (moment w e 0 * moment w e 2 - moment w e 1 ^ 2) =
      ∑ k, ∑ l, w k * w l * (e k - e l) ^ 2 := by
  -- carry out the inner sum first
  have h : ∀ k, ∑ l, w k * w l * (e k - e l) ^ 2 =
      w k * e k ^ 2 * moment w e 0 - 2 * (w k * e k ^ 1) * moment w e 1
        + w k * e k ^ 0 * moment w e 2 := by
    intro k
    simp only [moment, Finset.mul_sum, ← Finset.sum_sub_distrib, ← Finset.sum_add_distrib]
    refine Finset.sum_congr rfl fun l _ => ?_
    ring
  rw [Finset.sum_congr rfl fun k _ => h k, Finset.sum_add_distrib, Finset.sum_sub_distrib,
    ← Finset.sum_mul, ← Finset.sum_mul, ← Finset.sum_mul, ← Finset.mul_sum]
  simp only [moment]
  ring
```

If every $w_k\ge0$, each term of the double sum is nonnegative, and therefore $L_1^2\le L_0L_2$.

```lean
/-- For nonnegative weights the transport moments satisfy `L₁² ≤ L₀ L₂`. -/
theorem moment_one_sq_le (w e : ι → ℝ) (hw : ∀ k, 0 ≤ w k) :
    moment w e 1 ^ 2 ≤ moment w e 0 * moment w e 2 := by
  have h := two_mul_moment_det w e
  have hs : 0 ≤ ∑ k, ∑ l, w k * w l * (e k - e l) ^ 2 :=
    Finset.sum_nonneg fun k _ => Finset.sum_nonneg fun l _ =>
      mul_nonneg (mul_nonneg (hw k) (hw l)) (sq_nonneg _)
  linarith
```

Equality means that the double sum is zero. A vanishing sum of nonnegative terms vanishes term by term, so $w_kw_l(e_k-e_l)^2=0$ for every pair. If $w_k$ and $w_l$ are both positive, then $e_k=e_l$. Conversely, in a filter every term has either a zero weight or a zero energy difference. The proof applies the term-by-term argument twice, once for each sum, and treats the converse by cases on whether each weight is zero.

```lean
/-- For nonnegative weights, `L₀ L₂ = L₁²` holds exactly when all channels of positive weight
have the same energy. -/
theorem moment_eq_iff_isEnergyFilter (w e : ι → ℝ) (hw : ∀ k, 0 ≤ w k) :
    moment w e 0 * moment w e 2 = moment w e 1 ^ 2 ↔ IsEnergyFilter w e := by
  have h := two_mul_moment_det w e
  have hn : ∀ k l, 0 ≤ w k * w l * (e k - e l) ^ 2 := fun k l =>
    mul_nonneg (mul_nonneg (hw k) (hw l)) (sq_nonneg _)
  constructor
  · intro heq k l hk hl
    have hs : ∑ k, ∑ l, w k * w l * (e k - e l) ^ 2 = 0 := by linarith
    -- a vanishing sum of nonnegative terms vanishes term by term
    have h1 := (Finset.sum_eq_zero_iff_of_nonneg
      (fun k _ => Finset.sum_nonneg fun l _ => hn k l)).mp hs k (Finset.mem_univ k)
    have h2 := (Finset.sum_eq_zero_iff_of_nonneg
      (fun l _ => hn k l)).mp h1 l (Finset.mem_univ l)
    have h3 := (mul_eq_zero.mp h2).resolve_left (mul_pos hk hl).ne'
    exact sub_eq_zero.mp (pow_eq_zero_iff two_ne_zero |>.mp h3)
  · intro hf
    have hs : ∑ k, ∑ l, w k * w l * (e k - e l) ^ 2 = 0 := by
      refine Finset.sum_eq_zero fun k _ => Finset.sum_eq_zero fun l _ => ?_
      rcases (hw k).eq_or_lt with hk | hk
      · rw [← hk]; ring
      · rcases (hw l).eq_or_lt with hl | hl
        · rw [← hl]; ring
        · rw [hf k l hk hl]; ring
    linarith
```

## Dissipation channel by channel

The product of each drop with its current, added up, is the temperature times the rate of entropy production in linear response:

$$VI+\theta J=\sum_k w_k(V+e_k\theta)(V+e_k\theta)=\sum_k w_k(V+e_k\theta)^2.$$

```lean
/-- The dissipation, each drop times its current, is the weighted sum of the squared
biases `V + e k * θ` of the channels. -/
theorem dissipation_eq (w e : ι → ℝ) (V θ : ℝ) :
    V * particleCurrent w e V θ + θ * heatCurrent w e V θ =
      ∑ k, w k * (V + e k * θ) ^ 2 := by
  simp only [particleCurrent, heatCurrent, Finset.mul_sum, ← Finset.sum_add_distrib]
  refine Finset.sum_congr rfl fun k _ => ?_
  ring
```

With nonnegative weights, this vanishes exactly when $V+e_k\theta=0$ in every channel with $w_k>0$. The argument is again term by term.

```lean
/-- For nonnegative weights the dissipation vanishes exactly when every channel of positive
weight has zero bias. -/
theorem dissipation_eq_zero_iff (w e : ι → ℝ) (hw : ∀ k, 0 ≤ w k) (V θ : ℝ) :
    V * particleCurrent w e V θ + θ * heatCurrent w e V θ = 0 ↔
      ∀ k, 0 < w k → V + e k * θ = 0 := by
  rw [dissipation_eq, Finset.sum_eq_zero_iff_of_nonneg
    (fun k _ => mul_nonneg (hw k) (sq_nonneg _))]
  constructor
  · intro h k hk
    have h1 := (mul_eq_zero.mp (h k (Finset.mem_univ k))).resolve_left hk.ne'
    exact pow_eq_zero_iff two_ne_zero |>.mp h1
  · intro h k _
    rcases (hw k).eq_or_lt with hk | hk
    · rw [← hk]; ring
    · rw [h k hk]; ring
```

## Heat leaking through an open circuit

Let $m$ satisfy $L_0m=L_1$. When $L_0\neq0$ this is the mean energy $m=L_1/L_0$; writing the condition as a product avoids the division. Put

$$S=\sum_k w_k(e_k-m)^2=L_2-2mL_1+m^2L_0.$$

Using $L_0m=L_1$ twice,

$$J-S\theta=L_1V+2mL_1\theta-m^2L_0\theta=m(L_0V+L_1\theta)=mI.$$

At $I=0$ this leaves $J=S\theta$: the heat leak is proportional to the weighted squared spread of the conducting energies about their mean. In the proof, `hs` expands $S$, and `linear_combination` states which multiples of the two hypotheses produce the result.

```lean
/-- At zero particle current, the heat current is `θ` times the weighted sum of the squared
differences between the channel energies and `m`, for any `m` with `L₀ m = L₁`. -/
theorem open_circuit_heatCurrent (w e : ι → ℝ) (V θ m : ℝ)
    (hm : moment w e 0 * m = moment w e 1) (hI : particleCurrent w e V θ = 0) :
    heatCurrent w e V θ = (∑ k, w k * (e k - m) ^ 2) * θ := by
  have hs : ∑ k, w k * (e k - m) ^ 2 =
      moment w e 2 - 2 * m * moment w e 1 + m ^ 2 * moment w e 0 := by
    simp only [moment, Finset.mul_sum, ← Finset.sum_sub_distrib, ← Finset.sum_add_distrib]
    refine Finset.sum_congr rfl fun k _ => ?_
    ring
  obtain ⟨h1, h2⟩ := currents_eq_moments w e V θ
  rw [h1] at hI
  rw [h2, hs]
  linear_combination m * hI - (V + m * θ) * hm
```

The same rewriting can be used in a transport calculation on an energy grid. There the $w_k$ include the quadrature weights, and the electronic thermal conductance at open circuit is, up to the constant prefactors, $(L_2-L_1^2/L_0)/T$. For a narrow transmission peak away from the chemical potential, this subtracts two nearly equal numbers, and rounding can even make the result negative. Computing $m$ first and then summing $w_k(e_k-m)^2$ gives the same quantity without that cancellation, and with nonnegative weights the sum stays nonnegative.

It remains to answer the opening question. Suppose that $\theta\ne0$, $I=0$ and all weights are nonnegative.

If $J=0$ as well, then $VI+\theta J=0$, so every conducting channel is unbiased. For two such channels, $V+e_k\theta=0=V+e_l\theta$, and cancelling $\theta$ gives $e_k=e_l$. The conductor is a filter.

Conversely, let the conductor be a filter and pick a conducting channel $k$. All the current flows at the energy $e_k$, so $J=e_kI=0$. If no channel conducts, $J$ is an empty or vanishing sum. The code follows these cases and needs neither $m$ nor the determinant.

```lean
/-- For nonnegative weights, under a nonzero temperature drop and at zero particle current, the heat
current vanishes exactly when the conductor is an energy filter. -/
theorem open_circuit_heat_eq_zero_iff (w e : ι → ℝ) (hw : ∀ k, 0 ≤ w k) (V θ : ℝ)
    (hθ : θ ≠ 0) (hI : particleCurrent w e V θ = 0) :
    heatCurrent w e V θ = 0 ↔ IsEnergyFilter w e := by
  constructor
  · intro hJ k l hk hl
    -- without currents there is no dissipation, so no conducting channel is biased
    have h := (dissipation_eq_zero_iff w e hw V θ).mp (by rw [hI, hJ]; ring)
    have h1 := h k hk
    have h2 := h l hl
    exact mul_right_cancel₀ hθ (by linarith)
  · intro hf
    by_cases hc : ∃ k, 0 < w k
    · obtain ⟨k, hk⟩ := hc
      -- a filter at energy `e k` carries the heat `e k` per particle
      have h : heatCurrent w e V θ = e k * particleCurrent w e V θ := by
        simp only [heatCurrent, particleCurrent, Finset.mul_sum]
        refine Finset.sum_congr rfl fun l _ => ?_
        rcases (hw l).eq_or_lt with hl | hl
        · rw [← hl]; ring
        · rw [hf l k hl hk]; ring
      rw [h, hI, mul_zero]
    · refine Finset.sum_eq_zero fun k _ => ?_
      have hk : w k = 0 := le_antisymm (not_lt.mp fun h => hc ⟨k, h⟩) (hw k)
      rw [hk]; ring

end ThermoelectricEnergyFilter
```

For non-interacting electrons in linear response, with finitely many channels, a conductor that carries current at all thus has zero electronic heat leak at open circuit, under a nonzero temperature drop, exactly when it conducts at a single energy. This is a limiting case for thermoelectric design: it concerns the heat leak alone and says nothing about the power that such a conductor delivers.

```lean
#print axioms ThermoelectricEnergyFilter.moment_one_sq_le
#print axioms ThermoelectricEnergyFilter.moment_eq_iff_isEnergyFilter
#print axioms ThermoelectricEnergyFilter.open_circuit_heatCurrent
#print axioms ThermoelectricEnergyFilter.open_circuit_heat_eq_zero_iff
```

```
'ThermoelectricEnergyFilter.moment_one_sq_le' depends on axioms: [propext, Classical.choice, Quot.sound]
'ThermoelectricEnergyFilter.moment_eq_iff_isEnergyFilter' depends on axioms: [propext, Classical.choice, Quot.sound]
'ThermoelectricEnergyFilter.open_circuit_heatCurrent' depends on axioms: [propext, Classical.choice, Quot.sound]
'ThermoelectricEnergyFilter.open_circuit_heat_eq_zero_iff' depends on axioms: [propext, Classical.choice, Quot.sound]
```
